# An ideal selective 2π pulse reverses the sign of every coherence that shares exactly one level with the driven transition

Take three levels $r$, $s$, $u$ and drive only the transition between $s$ and $u$, on resonance and with a fixed phase. In the interaction picture, which removes the free evolution of the levels, in the rotating-wave approximation and in the basis order $r, s, u$, with $c=\cos(b/2)$ and $d=\sin(b/2)$, a pulse of angle $b$ has the propagators

$$
e^{\pm ibX}=\begin{pmatrix}1&0&0\\0&c&\pm id\\0&\pm id&c\end{pmatrix},\qquad X=\tfrac12\bigl(|s\rangle\langle u|+|u\rangle\langle s|\bigr).
$$

The coherence $|r\rangle\langle s|$ has one index in the driven pair. In $e^{-ibX}|r\rangle\langle s|e^{ibX}$ the ket is unchanged and the bra becomes $c\langle s|+id\langle u|$. At $b=2\pi$ we have $c=-1$ and $d=0$, so the coherence changes sign. The driven coherence $|s\rangle\langle u|$ has both indices in the pair; it collects two signs and comes back unchanged.

The same happens with any larger finite number of levels. The index type `n` below labels them, and operators are complex matrices `Matrix n n ℂ`.

In Lean 4 with Mathlib:

```lean
import Mathlib

open Matrix

namespace SelectivePulse

noncomputable section

variable {n : Type*} [Fintype n] [DecidableEq n]
```

## Levels, transition operator and pulse

Write $E_{jk}=|j\rangle\langle k|$ for the matrix with a single 1 in row $j$, column $k$. For $j\neq k$ it is a coherence; $E_{jj}$ is the population operator of level $j$.

```lean
/-- The matrix unit `|j⟩⟨k|`. -/
def E (j k : n) : Matrix n n ℂ := Matrix.single j k 1
```

The transition between $s$ and $u$ behaves as a fictitious spin 1/2, whose $x$ component is $X=\tfrac12(E_{su}+E_{us})$.

```lean
/-- The fictitious spin-1/2 operator `X = (E_su + E_us)/2` of the transition between `s` and `u`. -/
def transitionX (s u : n) : Matrix n n ℂ := (1 / 2 : ℂ) • (E s u + E u s)
```

The pulse acts on an operator $\rho$ by $\rho\mapsto e^{-ibX}\rho\,e^{ibX}$ with a real nutation angle $b$. This order of signs fixes the sign of the $i\sin(b/2)$ terms below. `NormedSpace.exp` is the matrix exponential given by its power series, and `ρ` may be any matrix, not only a density matrix.

The selectivity is an assumption built into the definition: $X$ is the only generator present. Physically, the operators are taken in the interaction picture, so the phases from free evolution are already removed. The pulse is resonant and has a fixed phase, any counter-rotating part of it is dropped (the rotating-wave approximation), its effect on all other transitions is neglected, including the level shifts it would cause, and relaxation is negligible while it lasts.

```lean
/-- A selective pulse of angle `b` on the transition `s`, `u`:
`ρ` becomes `exp(-ibX) ρ exp(ibX)`. -/
def pulse (s u : n) (b : ℝ) (ρ : Matrix n n ℂ) : Matrix n n ℂ :=
  NormedSpace.exp ((-(Complex.I * (b : ℂ))) • transitionX s u) * ρ *
    NormedSpace.exp ((Complex.I * (b : ℂ)) • transitionX s u)
```

For the $2\pi$ pulse we also need a sign for each level, $\varepsilon_j=-1$ if $j$ is $s$ or $u$, and $\varepsilon_j=1$ otherwise.

```lean
/-- The sign `-1` for the two levels `s` and `u`, and `1` for every other level. -/
def levelSign (s u j : n) : ℂ := if j = s ∨ j = u then -1 else 1
```

All products of matrix units follow from $\langle k|l\rangle=\delta_{kl}$:

$$E_{jk}E_{lm}=\delta_{kl}E_{jm}.$$

The proof treats the cases $k=l$ and $k\ne l$ separately.

```lean
/-- Matrix units multiply as `E_jk E_lm = δ_kl E_jm`. -/
theorem E_mul (j k l m : n) : E j k * E l m = if k = l then E j m else 0 := by
  split_ifs with h
  · subst h
    simp [E]
  · simp [E, Matrix.single_mul_single_of_ne, h]
```

## The exponential of a matrix with $Y^3=Y$

Let $Y^3=Y$ and define

$$P_\pm=\tfrac12(Y^2\pm Y),\qquad P_0=1-Y^2 .$$

Then $P_\pm Y=\pm P_\pm$ and $P_0Y=0$, and the three matrices add up to 1, so they are the projectors onto the eigenspaces of $Y$ for the eigenvalues $\pm1$ and $0$ (a projector is zero if its eigenvalue does not occur). Since $Y=P_+-P_-$, repeated multiplication by $Y$ gives $Y^k=P_++(-1)^kP_-$ for every $k\ge1$. For $k=0$ the remaining part must be added: $1=P_++P_-+P_0$. The exponential series therefore separates into two scalar series and one constant:

$$
e^{i\theta Y}=e^{i\theta}P_++e^{-i\theta}P_-+P_0=1+(\cos\theta-1)Y^2+i\sin\theta\,Y,
$$

where the last step is Euler's formula.

In the proof, `h1` and `h2` are the relations $P_\pm Y=\pm P_\pm$ without the factor 1/2, and `hp` is the formula for positive powers, by induction. `hsum` adds the three convergent series, and `hterm` matches them with the exponential series term by term. The identities `e1` and `e2` are Euler's formula, after which `module` collects the coefficients. The theorem holds for complex $\theta$ and does not need $Y$ to be Hermitian.

```lean
/-- If `Y³ = Y`, then `exp(iθY) = 1 + (cos θ - 1) Y² + i sin θ Y`. -/
theorem exp_of_cube_eq_self (Y : Matrix n n ℂ) (hY : Y ^ 3 = Y) (θ : ℂ) :
    NormedSpace.exp ((Complex.I * θ) • Y) =
      1 + (Complex.cos θ - 1) • Y ^ 2 + (Complex.I * Complex.sin θ) • Y := by
  have h3 : Y ^ 2 * Y = Y := by
    rw [← pow_succ]
    exact hY
  have h1 : (Y ^ 2 + Y) * Y = Y ^ 2 + Y := by
    rw [add_mul, h3, ← pow_two, add_comm]
  have h2 : (Y ^ 2 - Y) * Y = -(Y ^ 2 - Y) := by
    rw [sub_mul, h3, ← pow_two, neg_sub]
  -- positive powers split into the eigenvalue +1 and -1 parts
  have hp : ∀ k : ℕ, Y ^ (k + 1) =
      (1 / 2 : ℂ) • (Y ^ 2 + Y) + ((-1) ^ (k + 1) / 2 : ℂ) • (Y ^ 2 - Y) := by
    intro k
    induction k with
    | zero =>
      simp only [zero_add, pow_one]
      module
    | succ k ih =>
      rw [pow_succ Y (k + 1), ih, add_mul, smul_mul_assoc, smul_mul_assoc, h1, h2]
      module
  have hs : ∀ z : ℂ, HasSum (fun k : ℕ => z ^ k / (k.factorial : ℂ)) (Complex.exp z) := by
    intro z
    rw [Complex.exp_eq_exp_ℂ]
    exact NormedSpace.expSeries_div_hasSum_exp z
  have hsum := (((hs (Complex.I * θ)).smul_const ((1 / 2 : ℂ) • (Y ^ 2 + Y))).add
    ((hs (-(Complex.I * θ))).smul_const ((1 / 2 : ℂ) • (Y ^ 2 - Y)))).add
    (hasSum_ite_eq (0 : ℕ) (1 - Y ^ 2))
  have hterm : ∀ k : ℕ, ((k.factorial : ℂ)⁻¹) • ((Complex.I * θ) • Y) ^ k =
      ((Complex.I * θ) ^ k / (k.factorial : ℂ)) • ((1 / 2 : ℂ) • (Y ^ 2 + Y)) +
      ((-(Complex.I * θ)) ^ k / (k.factorial : ℂ)) • ((1 / 2 : ℂ) • (Y ^ 2 - Y)) +
      (if k = 0 then 1 - Y ^ 2 else 0) := by
    intro k
    cases k with
    | zero =>
      simp only [pow_zero, Nat.factorial_zero, Nat.cast_one, inv_one, div_one, ↓reduceIte]
      module
    | succ k =>
      rw [smul_pow, hp k, if_neg (Nat.succ_ne_zero k), neg_pow (Complex.I * θ) (k + 1)]
      module
  have he : NormedSpace.exp ((Complex.I * θ) • Y) =
      ∑' k : ℕ, ((k.factorial : ℂ)⁻¹) • ((Complex.I * θ) • Y) ^ k :=
    congrFun (NormedSpace.exp_eq_tsum ℂ) _
  rw [he]
  refine (tsum_congr hterm).trans (hsum.tsum_eq.trans ?_)
  -- Euler's formula turns the two exponentials into cosine and sine
  have e1 : Complex.exp (Complex.I * θ) = Complex.cos θ + Complex.sin θ * Complex.I := by
    rw [mul_comm, Complex.exp_mul_I]
  have e2 : Complex.exp (-(Complex.I * θ)) = Complex.cos θ - Complex.sin θ * Complex.I := by
    rw [show -(Complex.I * θ) = (-θ) * Complex.I by ring, Complex.exp_mul_I,
      Complex.cos_neg, Complex.sin_neg]
    ring
  rw [e1, e2]
  module
```

## The half angle in the propagator

Put $Y=E_{su}+E_{us}=2X$ with $s\neq u$. Of the four products in $Y^2$ two vanish, and

$$Y^2=E_{su}E_{us}+E_{us}E_{su}=E_{ss}+E_{uu},\qquad Y^3=(E_{ss}+E_{uu})(E_{su}+E_{us})=Y .$$

Because $ibX=i(b/2)Y$, the previous result applies with $\theta=b/2$:

$$e^{ibX}=1+(\cos\tfrac b2-1)(E_{ss}+E_{uu})+i\sin\tfrac b2\,(E_{su}+E_{us}).$$

The steps `h2`, `h3` and `hX` are these three equalities. The condition `s ≠ u` says that there is a transition to drive; for $s=u$ the operator $X$ would be the projector $E_{ss}$.

```lean
/-- For `s ≠ u` the propagator `exp(ibX)` acts only on the levels `s` and `u`, with the
half angle `b/2`. -/
theorem propagator {s u : n} (hsu : s ≠ u) (b : ℂ) :
    NormedSpace.exp ((Complex.I * b) • transitionX s u) =
      1 + (Complex.cos (b / 2) - 1) • (E s s + E u u) +
        (Complex.I * Complex.sin (b / 2)) • (E s u + E u s) := by
  have h2 : (E s u + E u s) ^ 2 = E s s + E u u := by
    rw [pow_two]
    simp only [add_mul, mul_add, E_mul, hsu, hsu.symm, ↓reduceIte]
    abel
  have h3 : (E s u + E u s) ^ 3 = E s u + E u s := by
    rw [pow_succ (E s u + E u s) 2, h2]
    simp only [add_mul, mul_add, E_mul, hsu, hsu.symm, ↓reduceIte]
    abel
  have hX : (Complex.I * b) • transitionX s u = (Complex.I * (b / 2)) • (E s u + E u s) := by
    rw [transitionX, smul_smul]
    congr 1
    ring
  rw [hX, exp_of_cube_eq_self _ h3, h2]
```

Replacing $b$ by $-b$ leaves the cosine alone and reverses the sine, which gives the left propagator. Both can now be written around an arbitrary $\rho$.

```lean
/-- For `s ≠ u`, the action of a selective pulse on any operator `ρ`, with both propagators
written out. -/
theorem pulse_eq {s u : n} (hsu : s ≠ u) (b : ℝ) (ρ : Matrix n n ℂ) :
    pulse s u b ρ =
      (1 + (Complex.cos (b / 2) - 1) • (E s s + E u u) -
        (Complex.I * Complex.sin (b / 2)) • (E s u + E u s)) * ρ *
      (1 + (Complex.cos (b / 2) - 1) • (E s s + E u u) +
        (Complex.I * Complex.sin (b / 2)) • (E s u + E u s)) := by
  rw [pulse, show -(Complex.I * (b : ℂ)) = Complex.I * (-(b : ℂ)) by ring,
    propagator hsu, propagator hsu, neg_div, Complex.cos_neg, Complex.sin_neg, mul_neg,
    neg_smul, ← sub_eq_add_neg]
```

## A connected coherence

Let $r$, $s$, $u$ be distinct, and write $c=\cos(b/2)$, $d=\sin(b/2)$ as before. On the left, each of $E_{ss}$, $E_{uu}$, $E_{su}$, $E_{us}$ annihilates $E_{rs}$, because none has $r$ as its second index. Only the identity survives. On the right,

$$
E_{rs}\bigl[1+(c-1)(E_{ss}+E_{uu})+id(E_{su}+E_{us})\bigr]=E_{rs}+(c-1)E_{rs}+id\,E_{ru}=c\,E_{rs}+id\,E_{ru}.
$$

The theorem states this for every real $b$, with the three inequalities between the levels as its hypotheses. The step `hl` is the statement about the left propagator; the final `simp only` multiplies out the right one with `E_mul`, and `module` combines $1+(c-1)$.

```lean
/-- For distinct levels `r`, `s`, `u`, a pulse of angle `b` on the transition `s`, `u` turns
the connected coherence `E_rs` into `cos(b/2) E_rs + i sin(b/2) E_ru`. -/
theorem pulse_connected {r s u : n} (hrs : r ≠ s) (hru : r ≠ u) (hsu : s ≠ u) (b : ℝ) :
    pulse s u b (E r s) =
      Complex.cos (b / 2) • E r s + (Complex.I * Complex.sin (b / 2)) • E r u := by
  rw [pulse_eq hsu]
  -- the left propagator does not see the level r
  have hl : (1 + (Complex.cos (b / 2) - 1) • (E s s + E u u) -
      (Complex.I * Complex.sin (b / 2)) • (E s u + E u s)) * E r s = E r s := by
    simp only [sub_mul, add_mul, smul_mul_assoc, one_mul, E_mul, hrs.symm, hru.symm,
      ↓reduceIte, add_zero, smul_zero, sub_zero]
  rw [hl]
  simp only [mul_add, mul_smul_comm, mul_one, E_mul, hsu, ↓reduceIte]
  module
```

## The driven coherence

For $E_{su}$ both propagators act:

$$e^{-ibX}|s\rangle=c|s\rangle-id|u\rangle,\qquad \langle u|e^{ibX}=c\langle u|+id\langle s| .$$

Multiplying the two gives

$$E_{su}\mapsto c^2E_{su}+d^2E_{us}+icd\,(E_{ss}-E_{uu}).$$

The coefficients are $c^2=\tfrac12(1+\cos b)$, $d^2=\tfrac12(1-\cos b)$ and $icd=\tfrac i2\sin b$, so the driven coherence follows the full angle $b$, whereas the connected one follows $b/2$.

As a numerical instance take $b=2\pi/3$, where $c=1/2$ and $d=\sqrt3/2$:

$$E_{rs}\mapsto\tfrac12E_{rs}+\tfrac{\sqrt3}{2}i\,E_{ru},\qquad E_{su}\mapsto\tfrac14E_{su}+\tfrac34E_{us}+\tfrac{\sqrt3}{4}i\,(E_{ss}-E_{uu}).$$

The squared moduli of the matrix entries add up to $\tfrac14+\tfrac34=1$ in the first case and to $\tfrac1{16}+\tfrac9{16}+2\cdot\tfrac3{16}=1$ in the second, as they must under a unitary transformation.

The proof replaces the cosine and sine by plain symbols, since no trigonometric identity is needed. The only scalar fact is $-(id)^2=d^2$, named `h`, which supplies the coefficient of $E_{us}$.

```lean
/-- For `s ≠ u`, the driven coherence `E_su` evolves into `E_su`, `E_us` and the population
difference `E_ss - E_uu`. -/
theorem pulse_driven {s u : n} (hsu : s ≠ u) (b : ℝ) :
    pulse s u b (E s u) =
      Complex.cos (b / 2) ^ 2 • E s u + Complex.sin (b / 2) ^ 2 • E u s +
        (Complex.I * Complex.sin (b / 2) * Complex.cos (b / 2)) • (E s s - E u u) := by
  rw [pulse_eq hsu]
  generalize Complex.cos (b / 2) = c
  generalize Complex.sin (b / 2) = d
  have h : -(Complex.I * d * (Complex.I * d)) = d ^ 2 := by
    linear_combination (-d ^ 2) * Complex.I_mul_I
  simp only [sub_mul, add_mul, mul_add, smul_mul_assoc, mul_smul_comm, one_mul, mul_one,
    zero_mul, E_mul, hsu.symm, ↓reduceIte]
  linear_combination (norm := module) h • E u s
```

## Signs after a full turn

At $b=2\pi$ the half angle is $\pi$, so $c=-1$ and $d=0$. Substitution in the last two results gives

$$E_{rs}\mapsto-E_{rs},\qquad E_{su}\mapsto(-1)^2E_{su}=E_{su}.$$

```lean
/-- For distinct levels `r`, `s`, `u`, a selective `2π` pulse on the transition `s`, `u`
negates the connected coherence `E_rs` and leaves `E_su` unchanged. -/
theorem two_pi_pulse {r s u : n} (hrs : r ≠ s) (hru : r ≠ u) (hsu : s ≠ u) :
    pulse s u (2 * Real.pi) (E r s) = -E r s ∧ pulse s u (2 * Real.pi) (E s u) = E s u := by
  have hb : ((2 * Real.pi : ℝ) : ℂ) / 2 = (Real.pi : ℂ) := by
    push_cast
    ring
  rw [pulse_connected hrs hru hsu, pulse_driven hsu, hb, Complex.cos_pi, Complex.sin_pi]
  constructor <;> simp
```

An arbitrary operator can be treated at once. Both propagators become the same diagonal matrix of signs,

$$D=1-2(E_{ss}+E_{uu})=\operatorname{diag}(\varepsilon_j),\qquad (D\rho D)_{jk}=\varepsilon_j\varepsilon_k\,\rho_{jk}.$$

All populations are therefore unchanged, and so are the driven coherences and those between two undriven levels. Every coherence with exactly one index in the driven pair is negated, whichever index that is. In a system with only two levels no such coherence exists: $D=-1$, and the pulse leaves every $\rho$ as it was. The sign becomes visible through a third level. If $s$ is a computational level and $u$ an initially empty auxiliary one, the ideal pulse gives $s$ a factor $-1$ relative to the undriven levels, which is one way to make a conditional phase in quantum control.

The step `hD` identifies the diagonal matrix entry by entry, distinguishing $s$, $u$ and the other levels.

```lean
/-- For `s ≠ u`, a selective `2π` pulse multiplies each entry `ρ_jk` of any operator by the
signs of the levels `j` and `k`. -/
theorem two_pi_pulse_apply {s u : n} (hsu : s ≠ u) (ρ : Matrix n n ℂ) (j k : n) :
    pulse s u (2 * Real.pi) ρ j k = levelSign s u j * levelSign s u k * ρ j k := by
  have hb : ((2 * Real.pi : ℝ) : ℂ) / 2 = (Real.pi : ℂ) := by
    push_cast
    ring
  -- at 2π the propagator is a diagonal matrix of signs
  have hD : 1 + (-1 - 1 : ℂ) • (E s s + E u u) = Matrix.diagonal (levelSign s u) := by
    ext a c
    simp only [E, Matrix.add_apply, Matrix.smul_apply, Matrix.single_apply,
      Matrix.one_apply, Matrix.diagonal_apply, levelSign]
    rcases eq_or_ne a c with rfl | hac
    · by_cases h1 : a = s
      · subst h1
        simp [hsu.symm]
      · by_cases h2 : a = u
        · subst h2
          simp [hsu]
        · simp [h1, h2, Ne.symm h1, Ne.symm h2]
    · have q1 : ¬(s = a ∧ s = c) := fun q => hac (q.1.symm.trans q.2)
      have q2 : ¬(u = a ∧ u = c) := fun q => hac (q.1.symm.trans q.2)
      rw [if_neg hac, if_neg q1, if_neg q2, if_neg hac]
      simp
  rw [pulse_eq hsu, hb, Complex.cos_pi, Complex.sin_pi]
  simp only [mul_zero, zero_smul, sub_zero, add_zero]
  rw [hD, Matrix.mul_diagonal, Matrix.diagonal_mul]
  ring
```

## Return after multiples of 4π

Suppose that $E_{rs}$ comes back to itself. Comparing the entries in row $r$, column $s$ of

$$cE_{rs}+id\,E_{ru}=E_{rs}$$

gives $\cos(b/2)=1$, hence $b/2=2\pi m$ and $b=4\pi m$ for an integer $m$. Conversely, if $b=4\pi m$ then $\cos(b/2)=1$, and $\sin^2+\cos^2=1$ forces $\sin(b/2)=0$, so the right-hand propagator restores $E_{rs}$.

The theorem states this equivalence for distinct $r$, $s$, $u$ and real $b$; the integer $m$ may be negative or zero. In the proof, `hc` is the comparison of entries, and `exact_mod_cast` carries the values of cosine and sine between the real and complex functions.

```lean
/-- For distinct levels `r`, `s`, `u`, the connected coherence `E_rs` returns to itself exactly
when the pulse angle is an integer multiple of `4π`. -/
theorem pulse_connected_eq_self_iff {r s u : n} (hrs : r ≠ s) (hru : r ≠ u) (hsu : s ≠ u)
    (b : ℝ) : pulse s u b (E r s) = E r s ↔ ∃ m : ℤ, b = 4 * Real.pi * m := by
  rw [pulse_connected hrs hru hsu]
  constructor
  · intro h
    -- compare the entries in row r and column s
    have hc := congrFun (congrFun h r) s
    simp only [E, Matrix.add_apply, Matrix.smul_apply, Matrix.single_apply, hsu.symm,
      and_self, and_false, ↓reduceIte, smul_eq_mul, mul_one, mul_zero, add_zero] at hc
    have hr : Real.cos (b / 2) = 1 := by exact_mod_cast hc
    obtain ⟨m, hm⟩ := (Real.cos_eq_one_iff _).1 hr
    exact ⟨m, by linear_combination (-2) * hm⟩
  · rintro ⟨m, hm⟩
    have hr : Real.cos (b / 2) = 1 :=
      (Real.cos_eq_one_iff _).2 ⟨m, by rw [hm]; ring⟩
    have hd : Real.sin (b / 2) = 0 := by
      have h := Real.sin_sq_add_cos_sq (b / 2)
      rw [hr] at h
      exact (pow_eq_zero_iff two_ne_zero).1 (by linarith)
    have hc' : Complex.cos ((b : ℂ) / 2) = 1 := by exact_mod_cast hr
    have hd' : Complex.sin ((b : ℂ) / 2) = 0 := by exact_mod_cast hd
    rw [hc', hd', mul_zero, zero_smul, add_zero, one_smul]

end

end SelectivePulse
```

```lean
#print axioms SelectivePulse.two_pi_pulse
#print axioms SelectivePulse.two_pi_pulse_apply
#print axioms SelectivePulse.pulse_connected_eq_self_iff
```

```
'SelectivePulse.two_pi_pulse' depends on axioms: [propext, Classical.choice, Quot.sound]
'SelectivePulse.two_pi_pulse_apply' depends on axioms: [propext, Classical.choice, Quot.sound]
'SelectivePulse.pulse_connected_eq_self_iff' depends on axioms: [propext, Classical.choice, Quot.sound]
```
